# Orthonormal states fixed by one of two commuting antiunitary involutions and even or odd under the other

Let `S` and `T` be commuting antiunitary maps with square one on a finite-dimensional complex inner product space of states. The theorem `exists_adapted_family` states that for every `n` up to the dimension there are `n` orthonormal vectors, each fixed by `S` and either fixed by `T` or sent by `T` to its negative. No Hamiltonian enters. The proof is by induction on `n`: since `n` vectors with `n` below the dimension do not span the space, some nonzero `x` is orthogonal to them all. From `x` the preceding lemma makes a unit vector `u` with the required behaviour under `S` and `T`, which is shown to be orthogonal to the old vectors and is put in front of them.

The failing Lean file:

```lean
import Mathlib

open Module
open scoped InnerProductSpace ComplexConjugate

namespace ExistsAdaptedFamily

variable {V : Type*} [NormedAddCommGroup V] [InnerProductSpace ℂ V]

/-- Here a conjugate-linear map, not assumed surjective, is called antiunitary if it turns every
inner product into its complex conjugate: `⟨Tx, Ty⟩ = ⟨y, x⟩`. -/
def IsAntiunitary (T : V →ₛₗ[starRingEnd ℂ] V) : Prop :=
  ∀ x y, ⟪T x, T y⟫_ℂ = ⟪y, x⟫_ℂ

/-- Let `S` and `T` be commuting antiunitary maps with square one. From any nonzero `x` one
obtains a unit vector `u` with `S u = u` and `T u = ±u`, orthogonal to every vector `e` of the
same kind that is orthogonal to `x`. -/
theorem exists_adapted_unit_vector {S T : V →ₛₗ[starRingEnd ℂ] V}
    (hS : IsAntiunitary S) (hT : IsAntiunitary T)
    (hS2 : ∀ x, S (S x) = x) (hT2 : ∀ x, T (T x) = x)
    (hST : ∀ x, S (T x) = T (S x)) {x : V} (hx : x ≠ 0) :
    ∃ u : V, ‖u‖ = 1 ∧ S u = u ∧ (T u = u ∨ T u = -u) ∧
      ∀ e, S e = e → (T e = e ∨ T e = -e) → ⟪e, x⟫_ℂ = 0 → ⟪e, u⟫_ℂ = 0 := by
  -- a nonzero vector fixed by `S`
  have h1 : ∃ y : V, y ≠ 0 ∧ S y = y ∧
      ∀ e, S e = e → ⟪e, x⟫_ℂ = 0 → ⟪e, y⟫_ℂ = 0 := by
    by_cases h : x + S x = 0
    · refine ⟨Complex.I • x, smul_ne_zero Complex.I_ne_zero hx, ?_, ?_⟩
      · rw [map_smulₛₗ, eq_neg_of_add_eq_zero_right h]
        simp
      · intro e _ h0
        rw [inner_smul_right, h0, mul_zero]
    · refine ⟨x + S x, h, by rw [map_add, hS2, add_comm], fun e he h0 => ?_⟩
      have h3 := hS e x
      rw [he, inner_eq_zero_symm.mp h0] at h3
      rw [inner_add_right, h0, h3, add_zero]
  obtain ⟨y, hy, hSy, hyo⟩ := h1
  -- a nonzero vector fixed by `S` and multiplied by a sign by `T`
  have h2 : ∃ z : V, z ≠ 0 ∧ S z = z ∧ (T z = z ∨ T z = -z) ∧
      ∀ e, S e = e → (T e = e ∨ T e = -e) → ⟪e, x⟫_ℂ = 0 → ⟪e, z⟫_ℂ = 0 := by
    by_cases h : y + T y = 0
    · exact ⟨y, hy, hSy, Or.inr (eq_neg_of_add_eq_zero_right h),
        fun e he _ h0 => hyo e he h0⟩
    · refine ⟨y + T y, h, by rw [map_add, hST, hSy],
        Or.inl (by rw [map_add, hT2, add_comm]), fun e he hTe h0 => ?_⟩
      have h4 := hyo e he h0
      have h3 := hT e y
      rw [inner_eq_zero_symm.mp h4] at h3
      have h5 : ⟪e, T y⟫_ℂ = 0 := by
        rcases hTe with h' | h'
        · rwa [h'] at h3
        · rwa [h', inner_neg_left, neg_eq_zero] at h3
      rw [inner_add_right, h4, h5, add_zero]
  obtain ⟨z, hz, hSz, hTz, hzo⟩ := h2
  -- normalisation by a real factor
  refine ⟨((‖z‖⁻¹ : ℝ) : ℂ) • z, ?_, ?_, ?_, fun e he hTe h0 => ?_⟩
  · rw [norm_smul, Complex.norm_real, norm_inv, norm_norm,
      inv_mul_cancel₀ (norm_ne_zero_iff.mpr hz)]
  · rw [map_smulₛₗ, Complex.conj_ofReal, hSz]
  · rw [map_smulₛₗ, Complex.conj_ofReal]
    rcases hTz with h | h
    · exact Or.inl (by rw [h])
    · exact Or.inr (by rw [h, smul_neg])
  · rw [inner_smul_right, hzo e he hTe h0, mul_zero]

/-- For commuting antiunitary maps `S`, `T` with square one, there are orthonormal families of
every length up to the dimension whose members satisfy `S e = e` and `T e = ±e`. -/
theorem exists_adapted_family [FiniteDimensional ℂ V] {S T : V →ₛₗ[starRingEnd ℂ] V}
    (hS : IsAntiunitary S) (hT : IsAntiunitary T)
    (hS2 : ∀ x, S (S x) = x) (hT2 : ∀ x, T (T x) = x)
    (hST : ∀ x, S (T x) = T (S x)) (n : ℕ) (hn : n ≤ finrank ℂ V) :
    ∃ v : Fin n → V, Orthonormal ℂ v ∧
      ∀ i, S (v i) = v i ∧ (T (v i) = v i ∨ T (v i) = -v i) := by
  induction n with
  | zero => exact ⟨fun i => i.elim0, ⟨fun i => i.elim0, fun i => i.elim0⟩, fun i => i.elim0⟩
  | succ n ih =>
    obtain ⟨v, hv, hg⟩ := ih (by omega)
    -- `n` vectors do not span, so some nonzero `x` is orthogonal to all of them
    have hW : Submodule.span ℂ (Set.range v) ≠ ⊤ := by
      intro h
      have h1 : finrank ℂ (Submodule.span ℂ (Set.range v)) ≤ Fintype.card (Fin n) :=
        finrank_range_le_card v
      rw [h, finrank_top, Fintype.card_fin] at h1
      omega
    obtain ⟨x, hxW, hx⟩ := Submodule.exists_mem_ne_zero_of_ne_bot
      (fun h => hW (Submodule.orthogonal_eq_bot_iff.mp h))
    obtain ⟨u, hu, hSu, hTu, huo⟩ := exists_adapted_unit_vector hS hT hS2 hT2 hST hx
    have huv : ∀ i, ⟪v i, u⟫_ℂ = 0 := fun i => huo _ (hg i).1 (hg i).2
      (Submodule.inner_right_of_mem_orthogonal (Submodule.subset_span ⟨i, rfl⟩) hxW)
    refine ⟨Fin.cons (α := fun _ => V) u v, ⟨?_, ?_⟩, ?_⟩
    · intro i
      induction i using Fin.cases with
      | zero => exact hu
      | succ k => exact hv.1 k
    · intro i j hij
      induction i using Fin.cases with
      | zero =>
        induction j using Fin.cases with
        | zero => exact absurd rfl hij
        | succ k => exact inner_eq_zero_symm.mp (huv k)
      | succ l =>
        induction j using Fin.cases with
        | zero => exact huv l
        | succ k => exact hv.2 (fun h => hij (congrArg Fin.succ h))
    · intro i
      induction i using Fin.cases with
      | zero => exact ⟨hSu, hTu⟩
      | succ k => exact hg k

end ExistsAdaptedFamily
```

The compiler's answer:

```
Main.lean:89:70: error: Invalid `⟨...⟩` notation: The expected type of this term could not be determined
```

What went wrong. The message concerns the pair `⟨i, rfl⟩`, meant as a proof that `v i` lies in `Set.range v`. Lean can read such a pair only if it knows which statement the pair is to prove. Here that depends on the subspace in `Submodule.inner_right_of_mem_orthogonal`, which the goal `⟪v i, x⟫_ℂ = 0` does not mention. The subspace could be read off from `hxW`, but that is the later argument, and when Lean came to the pair the set in `Submodule.subset_span` was still unknown.

The repair proves the membership beforehand, as `hmem`, whose stated type names both the span and `Set.range v`. The proof of `hmem` uses `Set.mem_range_self i`, a named lemma that says by itself that a value of a function lies in its range, so there is no pair left to interpret. In the old place `hmem i` now stands as the first argument, and its type tells Lean which subspace is meant.

As a diff, the version that Lean accepts:

```diff
@@ -86,6 +86,8 @@
       (fun h => hW (Submodule.orthogonal_eq_bot_iff.mp h))
     obtain ⟨u, hu, hSu, hTu, huo⟩ := exists_adapted_unit_vector hS hT hS2 hT2 hST hx
+    have hmem : ∀ i, v i ∈ Submodule.span ℂ (Set.range v) := fun i =>
+      Submodule.subset_span (Set.mem_range_self i)
     have huv : ∀ i, ⟪v i, u⟫_ℂ = 0 := fun i => huo _ (hg i).1 (hg i).2
-      (Submodule.inner_right_of_mem_orthogonal (Submodule.subset_span ⟨i, rfl⟩) hxW)
+      (Submodule.inner_right_of_mem_orthogonal (hmem i) hxW)
     refine ⟨Fin.cons (α := fun _ => V) u v, ⟨?_, ?_⟩, ?_⟩
     · intro i
```
